# One-dimensional lattice Gaussians approach the lowest free-electron band from above as their exponent vanishes

Q: Suppose I put one Gaussian \(e^{-ax^2}\) in each cell of an empty one-dimensional lattice and make it ever more diffuse. At crystal momentum \(k\), every plane wave above the lowest energy loses its relative weight. Isn't that enough to recover the free-electron energy?

A: No. Infinitely many plane waves are mixed in, and their energies are unbounded. Terms that vanish one by one can still leave a finite error in the average, so you need a bound on the whole sum.

Q: Then derive one.

A: In atomic units, let \(b>0\) be the reciprocal lattice spacing, \(n\) an integer and \(a>0\). Define
\[
\varepsilon_n=\tfrac12(k+nb)^2,\quad w_n=e^{-\varepsilon_n/a},\quad Z=\sum_n w_n,\quad E_a(k)=\frac1Z\sum_n\varepsilon_n w_n .
\]
Take \(|k|\le b/2\). The energy above \(k^2/2\) is
\[
d_n=\varepsilon_n-\tfrac12k^2=\tfrac12\,nb\,(2k+nb)\ge 0,
\]
because \(|2k|\le b\le |nb|\) for \(n\ne0\), so \(2k+nb\) never has the opposite sign to \(nb\). Also \(d_2=2b(k+b)>0\). Hence
\[
E_a(k)-\tfrac12k^2=\frac1Z\sum_n d_n w_n>0 .
\]

For the upper bound, set \(u=d/a\ge0\). From \(e^{u/4}\ge1+u/4\) we get \(e^{u/2}\ge(1+u/4)^2=u+(1-u/4)^2\ge u\). Multiplying by \(a\,e^{-u}\) gives
\[
d\,e^{-d/a}\le a\,e^{-d/(2a)} .
\]
Fix any upper limit \(a_0>0\) for the exponent. Since \(w_n=w_0e^{-d_n/a}\) and \(Z\ge w_0\), for \(0<a\le a_0\),
\[
E_a(k)-\tfrac12k^2\le\sum_n d_ne^{-d_n/a}\le a\sum_n e^{-d_n/(2a_0)} .
\]
The last sum doesn't depend on \(a\), so the excess vanishes as \(a\to0^+\).

Q: You assumed that the sums converge.

A: Expanding \((k+nc-c)^2\ge0\) gives \(\tfrac12(k+nc)^2\ge nc^2+ck-\tfrac12c^2\). With \(c=\pm b\) and \(n\ge0\), the weights on each half of the lattice therefore lie below a geometric series. The inequality for \(d\,e^{-d/a}\), applied to \(\varepsilon_n\), handles the energy sum. The sum in the bound is \(e^{k^2/(4a_0)}\) times the weight sum at exponent \(2a_0\).

Q: And outside the first zone?

A: Replacing \(k\) by \(k+mb\), with \(m\) an integer, turns \(\varepsilon_n\) into \(\varepsilon_{n+m}\). This only relabels the sums, so \(E_a(k+mb)=E_a(k)\).

Q: Now the formal version. What is the energy there?

A: The same plane-wave energy, with real `b` and `k` and an integer `n`.

```lean
import Mathlib

open Filter Topology Real

namespace LatticeGaussianBand

noncomputable section

/-- Kinetic energy `(k + n b)² / 2` of the plane wave with crystal momentum `k` and
reciprocal lattice vector `n b`, in atomic units. -/
def kinetic (b k : ℝ) (n : ℤ) : ℝ := (k + n * b) ^ 2 / 2
```

The weight is written through that energy:

```lean
/-- Weight `exp (-(k + n b)² / (2 a))` of that plane wave in a lattice sum of Gaussians
with exponent `a > 0`, written through the kinetic energy. -/
def weight (a b k : ℝ) (n : ℤ) : ℝ := exp (-kinetic b k n / a)
```

The band energy is the quotient of the two lattice sums:

```lean
/-- Mean kinetic energy of the lattice Gaussian with crystal momentum `k`, for `a > 0` and
`b ≠ 0`: the average of the plane-wave energies with the Gaussian weights. -/
def bandEnergy (a b k : ℝ) : ℝ :=
  (∑' n : ℤ, kinetic b k n * weight a b k n) / ∑' n : ℤ, weight a b k n
```

Q: That is a weighted average. Where is the Gaussian?

A: In the next theorem. The squared Fourier integral of \(e^{-ax^2}\) at momentum \(k+nb\) is \(\pi/a\) times the weight, and the common factor cancels in the quotient.

```lean
/-- For `a > 0`, the squared modulus of the Fourier integral of the Gaussian `exp (-a x²)` at
momentum `k + n b` is the plane-wave weight times the common factor `π / a`. -/
theorem normSq_fourier_gaussian {a : ℝ} (ha : 0 < a) (b k : ℝ) (n : ℤ) :
    ‖∫ x : ℝ, Complex.exp (Complex.I * ((k + n * b : ℝ) : ℂ) * x) *
      Complex.exp (-(a : ℂ) * (x : ℂ) ^ 2)‖ ^ 2 = π / a * weight a b k n := by
  have h1 : ((π : ℂ) / (a : ℂ)) = ((π / a : ℝ) : ℂ) := by push_cast; rfl
  have h2 : -((k + n * b : ℝ) : ℂ) ^ 2 / (4 * (a : ℂ))
      = ((-(k + n * b) ^ 2 / (4 * a) : ℝ) : ℂ) := by push_cast; rfl
  have h3 : (1 / 2 : ℂ).re = 1 / 2 := by norm_num
  have hpos : 0 < π / a := div_pos pi_pos ha
  rw [fourierIntegral_gaussian (by simpa using ha), h1, h2, norm_mul, mul_pow,
    Complex.norm_cpow_eq_rpow_re_of_pos hpos, h3, ← Real.sqrt_eq_rpow,
    Real.sq_sqrt hpos.le, ← Complex.ofReal_exp, Complex.norm_real, Real.norm_eq_abs,
    abs_of_pos (exp_pos _), sq (exp _), ← Real.exp_add, weight, kinetic]
  congr 2
  ring
```

Q: I would have started from the Bloch sum in position space.

A: That is another good model: take \(\varphi(x)=\sum_R e^{ikR}e^{-a(x-R)^2}\) over lattice sites \(R\), and divide the integral of \(\tfrac12|\varphi'|^2\) over a cell by that of \(|\varphi|^2\). The number is the same, but the plane-wave quotient would become a theorem, which follows from the Fourier coefficients of the Bloch sum and Parseval's identity. Here it is the definition.

Q: What exactly does the final theorem, `free_electron_band`, say?

A: Given `0 < b`, `|k| ≤ b / 2` and any integer `m`, the energy at `k + m * b` is strictly above `k ^ 2 / 2` for every `a > 0`, and tends to it as `a` goes to zero from above, which is the meaning of `𝓝[>] 0`. The zone edges are included. For a non-interacting electron in one dimension, with no potential and one Gaussian exponent, this shows that a periodic Gaussian basis can reach the lowest band in the diffuse limit. It says nothing about higher bands.

Q: Do you need the zone condition?

A: It can't be relaxed to \(|k|\le b\). Take \(b=k=1\) and \(m=0\): this momentum is equivalent to zero, so the energy tends to \(0\), not to \(\tfrac12\), and both conclusions fail.

Q: Show me the proof, starting with convergence.

A: Lean gives a divergent `∑'` the value zero, so convergence has to be settled first. `half` is the geometric comparison, used with `b` and `-b`; `Summable.of_nat_of_neg` joins the two halves.

```lean
/-- For `a > 0` and `b ≠ 0` the plane-wave weights have a finite sum. -/
theorem summable_weight {a b : ℝ} (ha : 0 < a) (hb : b ≠ 0) (k : ℝ) :
    Summable (weight a b k) := by
  -- on each half of the lattice the Gaussian lies below a geometric series
  have half : ∀ c : ℝ, c ≠ 0 →
      Summable fun n : ℕ => exp (-((k + n * c) ^ 2 / 2) / a) := by
    intro c hc
    have hneg : -(c ^ 2 / a) < 0 := neg_lt_zero.mpr (by positivity)
    refine Summable.of_nonneg_of_le (fun n => (exp_pos _).le) (fun n => ?_)
      ((Real.summable_exp_nat_mul_iff.mpr hneg).mul_left (exp ((c ^ 2 - 2 * c * k) / 2 / a)))
    rw [← Real.exp_add]
    apply Real.exp_le_exp.mpr
    have e : (c ^ 2 - 2 * c * k) / 2 / a + n * -(c ^ 2 / a)
        = ((c ^ 2 - 2 * c * k) / 2 - n * c ^ 2) / a := by ring
    rw [e]
    apply (div_le_div_iff_of_pos_right ha).mpr
    nlinarith [sq_nonneg (k + n * c - c)]
  refine Summable.of_nat_of_neg ?_ ?_
  · simpa [weight, kinetic] using half b hb
  · simpa [weight, kinetic] using half (-b) (neg_ne_zero.mpr hb)
```

Next comes the exponential inequality, with `nlinarith` supplying the squared estimate.

```lean
/-- For `a > 0`, an energy `e ≥ 0` times its weight `exp (-e / a)` is at most `a` times the
weight at doubled `a`. -/
theorem mul_exp_neg_le {a e : ℝ} (ha : 0 < a) (he : 0 ≤ e) :
    e * exp (-e / a) ≤ a * exp (-e / (2 * a)) := by
  have hz : 0 ≤ e / (4 * a) := by positivity
  have h1 := Real.add_one_le_exp (e / (4 * a))
  have h2 : exp (e / (2 * a)) = exp (e / (4 * a)) * exp (e / (4 * a)) := by
    rw [← Real.exp_add]; congr 1; ring
  have h3 : e / a = 4 * (e / (4 * a)) := by ring
  have h : e / a ≤ exp (e / (2 * a)) := by
    rw [h2, h3]
    nlinarith [sq_nonneg (e / (4 * a) - 1),
      mul_self_le_mul_self (by linarith : 0 ≤ e / (4 * a) + 1) h1]
  have hc : a * (e / a) = e := by field_simp
  calc e * exp (-e / a) = a * (e / a * exp (-e / a)) := by rw [← mul_assoc, hc]
    _ ≤ a * (exp (e / (2 * a)) * exp (-e / a)) := by gcongr
    _ = a * exp (-e / (2 * a)) := by rw [← Real.exp_add]; congr 2; ring
```

It gives convergence of the energy sum, measured from any reference `c`.

```lean
/-- For `a > 0` and `b ≠ 0` the weighted kinetic energies, measured from any reference
energy `c`, have a finite sum. -/
theorem summable_energy {a b : ℝ} (ha : 0 < a) (hb : b ≠ 0) (k c : ℝ) :
    Summable fun n : ℤ => (kinetic b k n - c) * weight a b k n := by
  have hk : ∀ n, 0 ≤ kinetic b k n := fun n => by unfold kinetic; positivity
  have h : Summable fun n : ℤ => kinetic b k n * weight a b k n :=
    Summable.of_nonneg_of_le (fun n => mul_nonneg (hk n) (exp_pos _).le)
      (fun n => mul_exp_neg_le ha (hk n))
      ((summable_weight (a := 2 * a) (by positivity) hb k).mul_left a)
  simpa only [sub_mul] using h.sub ((summable_weight ha hb k).mul_left c)
```

The first-zone inequality splits into negative, zero and positive `n`.

```lean
/-- In the first zone, `|k| ≤ b / 2`, no plane wave of crystal momentum `k` has a kinetic
energy below `k² / 2`. -/
theorem le_kinetic {b k : ℝ} (hk : |k| ≤ b / 2) (n : ℤ) : k ^ 2 / 2 ≤ kinetic b k n := by
  obtain ⟨h1, h2⟩ := abs_le.mp hk
  have hb : 0 ≤ b := by linarith
  have key : 0 ≤ (n * b) * (2 * k + n * b) := by
    rcases lt_trichotomy n 0 with hn | hn | hn
    · have hn' : (n : ℝ) ≤ -1 := by exact_mod_cast (by omega : n ≤ -1)
      have h3 : n * b ≤ -b := by nlinarith
      nlinarith [mul_nonneg (by linarith : 0 ≤ -(n * b)) (by linarith : 0 ≤ -(2 * k + n * b))]
    · simp [hn]
    · have hn' : (1 : ℝ) ≤ n := by exact_mod_cast (by omega : 1 ≤ n)
      have h3 : b ≤ n * b := by nlinarith
      exact mul_nonneg (by linarith) (by linarith)
  unfold kinetic
  nlinarith
```

Subtracting a reference energy from the average is then the same as subtracting it from every term.

```lean
/-- For `a > 0` and `b ≠ 0`, the band energy measured from a reference `c` is the weighted
average of the plane-wave energies measured from `c`. -/
theorem bandEnergy_sub {a b : ℝ} (ha : 0 < a) (hb : b ≠ 0) (k c : ℝ) :
    bandEnergy a b k - c =
      (∑' n : ℤ, (kinetic b k n - c) * weight a b k n) / ∑' n : ℤ, weight a b k n := by
  have hw := summable_weight ha hb k
  have hZ : 0 < ∑' n : ℤ, weight a b k n :=
    hw.tsum_pos (fun n => (exp_pos _).le) 0 (exp_pos _)
  have he : Summable fun n : ℤ => kinetic b k n * weight a b k n := by
    simpa only [sub_zero] using summable_energy ha hb k 0
  have hs : ∑' n : ℤ, (kinetic b k n - c) * weight a b k n
      = ∑' n : ℤ, kinetic b k n * weight a b k n - c * ∑' n : ℤ, weight a b k n := by
    simp only [sub_mul]
    rw [he.tsum_sub (hw.mul_left c), tsum_mul_left]
  rw [hs, sub_div, mul_div_cancel_right₀ _ hZ.ne', bandEnergy]
```

Q: Where is the bound that is uniform in \(a\)?

A: Here. `hterm` compares each term with the weight at `n = 0`, `hZ` is \(Z\ge w_0\), and `hS` is the convergence of the sum that doesn't depend on \(a\).

```lean
/-- For `0 < a ≤ a₀`, `b > 0` and `|k| ≤ b / 2`, the band energy exceeds `k² / 2` by at most
`a` times a lattice sum that does not depend on `a`. -/
theorem bandEnergy_sub_le {a a₀ b k : ℝ} (ha : 0 < a) (haa : a ≤ a₀) (hb : 0 < b)
    (hk : |k| ≤ b / 2) :
    bandEnergy a b k - k ^ 2 / 2 ≤
      a * ∑' n : ℤ, exp (-(kinetic b k n - k ^ 2 / 2) / (2 * a₀)) := by
  have ha₀ : 0 < a₀ := ha.trans_le haa
  have hw := summable_weight ha hb.ne' k
  have hS : Summable fun n : ℤ => exp (-(kinetic b k n - k ^ 2 / 2) / (2 * a₀)) := by
    refine ((summable_weight (a := 2 * a₀) (by positivity) hb.ne' k).mul_left
      (exp (k ^ 2 / 2 / (2 * a₀)))).congr (fun n => ?_)
    rw [weight, ← Real.exp_add]
    congr 1
    ring
  have hZ : weight a b k 0 ≤ ∑' n : ℤ, weight a b k n :=
    hw.le_tsum 0 (fun n _ => (exp_pos _).le)
  have hw0 : weight a b k 0 = exp (-(k ^ 2 / 2) / a) := by simp [weight, kinetic]
  have hpos : 0 < weight a b k 0 := exp_pos _
  -- compare every term with the weight of the lowest plane wave
  have hterm : ∀ n : ℤ, (kinetic b k n - k ^ 2 / 2) * weight a b k n ≤
      weight a b k 0 * a * exp (-(kinetic b k n - k ^ 2 / 2) / (2 * a₀)) := by
    intro n
    have hwn : weight a b k n
        = weight a b k 0 * exp (-(kinetic b k n - k ^ 2 / 2) / a) := by
      rw [hw0, weight, ← Real.exp_add]; congr 1; ring
    have hd : 0 ≤ kinetic b k n - k ^ 2 / 2 := sub_nonneg.mpr (le_kinetic hk n)
    rw [hwn]
    generalize kinetic b k n - k ^ 2 / 2 = d at hd ⊢
    have hda : d / (2 * a₀) ≤ d / (2 * a) := by gcongr
    have hexp : exp (-d / (2 * a)) ≤ exp (-d / (2 * a₀)) :=
      Real.exp_le_exp.mpr (by simpa only [neg_div] using neg_le_neg hda)
    calc d * (weight a b k 0 * exp (-d / a))
        = weight a b k 0 * (d * exp (-d / a)) := by ring
      _ ≤ weight a b k 0 * (a * exp (-d / (2 * a))) :=
          mul_le_mul_of_nonneg_left (mul_exp_neg_le ha hd) hpos.le
      _ ≤ weight a b k 0 * (a * exp (-d / (2 * a₀))) := by gcongr
      _ = weight a b k 0 * a * exp (-d / (2 * a₀)) := by ring
  rw [bandEnergy_sub ha hb.ne', div_le_iff₀ (hpos.trans_le hZ)]
  refine ((summable_energy ha hb.ne' k _).tsum_le_tsum hterm (hS.mul_left _)).trans ?_
  rw [tsum_mul_left, mul_assoc, mul_comm]
  exact mul_le_mul_of_nonneg_left hZ (mul_nonneg ha.le (tsum_nonneg fun n => (exp_pos _).le))
```

The relabelling of the lattice is a shift of the integers, `Equiv.addRight m`.

```lean
/-- The band energy is unchanged when a reciprocal lattice vector `m b` is added to the
crystal momentum. -/
theorem bandEnergy_periodic (a b k : ℝ) (m : ℤ) :
    bandEnergy a b (k + m * b) = bandEnergy a b k := by
  have h : ∀ n, kinetic b (k + m * b) n = kinetic b k (n + m) := fun n => by
    unfold kinetic; push_cast; ring
  unfold bandEnergy weight
  simp only [h]
  congr 1
  · exact (Equiv.addRight m).tsum_eq (fun n => kinetic b k n * exp (-kinetic b k n / a))
  · exact (Equiv.addRight m).tsum_eq (fun n => exp (-kinetic b k n / a))
```

Q: And the last step?

A: Periodicity first removes `m`. Strict positivity uses `n = 2`, because at a zone edge one of the waves `n = 1` and `n = -1` is degenerate with the lowest. The limit follows by squeezing the energy between \(k^2/2\) and \(k^2/2+aC\), where \(C\) is the sum in the bound with \(a_0=1\).

```lean
/-- Free-electron band from lattice Gaussians: for `b > 0`, `|k| ≤ b / 2` and any integer `m`,
the energy at crystal momentum `k + m b` lies strictly above `k² / 2` for every exponent
`a > 0`, and tends to `k² / 2` as `a` tends to zero from above. -/
theorem free_electron_band {b k : ℝ} (hb : 0 < b) (hk : |k| ≤ b / 2) (m : ℤ) :
    (∀ a : ℝ, 0 < a → k ^ 2 / 2 < bandEnergy a b (k + m * b)) ∧
      Tendsto (fun a => bandEnergy a b (k + m * b)) (𝓝[>] 0) (𝓝 (k ^ 2 / 2)) := by
  simp only [bandEnergy_periodic]
  have lower : ∀ a : ℝ, 0 < a → k ^ 2 / 2 < bandEnergy a b k := by
    intro a ha
    rw [← sub_pos, bandEnergy_sub ha hb.ne']
    -- the plane wave with `n = 2` always lies strictly higher
    have h2 : 0 < kinetic b k 2 - k ^ 2 / 2 := by
      have hkb : 0 < b * (k + b) := mul_pos hb (by linarith [(abs_le.mp hk).1])
      unfold kinetic
      push_cast
      nlinarith
    exact div_pos
      ((summable_energy ha hb.ne' k _).tsum_pos
        (fun n => mul_nonneg (sub_nonneg.mpr (le_kinetic hk n)) (exp_pos _).le) 2
        (mul_pos h2 (exp_pos _)))
      ((summable_weight ha hb.ne' k).tsum_pos (fun n => (exp_pos _).le) 0 (exp_pos _))
  refine ⟨lower, ?_⟩
  -- squeeze between `k² / 2` and a line in `a`
  have upper := fun (a : ℝ) (ha : 0 < a) (h1 : a ≤ 1) => bandEnergy_sub_le ha h1 hb hk
  generalize (∑' n : ℤ, exp (-(kinetic b k n - k ^ 2 / 2) / (2 * 1))) = C at upper
  have hcont : Continuous fun a : ℝ => k ^ 2 / 2 + a * C := by fun_prop
  have hlim := hcont.tendsto 0
  simp only [zero_mul, add_zero] at hlim
  refine tendsto_of_tendsto_of_tendsto_of_le_of_le' tendsto_const_nhds
    (hlim.mono_left nhdsWithin_le_nhds) ?_ ?_
  · filter_upwards [self_mem_nhdsWithin] with a ha
    exact (lower a ha).le
  · filter_upwards [Ioc_mem_nhdsGT (zero_lt_one' ℝ)] with a ha
    linarith [upper a ha.1 ha.2]

end

end LatticeGaussianBand
```

```lean
#print axioms LatticeGaussianBand.normSq_fourier_gaussian
#print axioms LatticeGaussianBand.free_electron_band
```

```
'LatticeGaussianBand.normSq_fourier_gaussian' depends on axioms: [propext, Classical.choice, Quot.sound]
'LatticeGaussianBand.free_electron_band' depends on axioms: [propext, Classical.choice, Quot.sound]
```
